# Nearest-image unwrapping on a line is exact at every frame if and only if every step lies in [−L/2, L/2)

The saved positions are modelled as the folding of a true path, and not as an arbitrary sequence of numbers in a periodic cell. The particle has true positions x 0, x 1, … at successive frames, and the file on disk holds only

w i = x i − L⌊x i/L⌋,

where L is the cell length and ⌊y⌋ is the largest integer not above y. The reconstructed displacement can then be compared with the true one, x n − x 0.

This comparison matters when diffusion or hopping is measured from a periodic simulation. The setting here is one coordinate in a cell of constant length.

```lean
import Mathlib

open Finset

namespace TrajectoryUnwrapping

noncomputable section
```

## A fixed cell length L > 0

In Lean, `wrap` is the folding above. The function `minImage` takes a difference d and subtracts the nearest multiple of L:

m(d) = d − L⌊d/L + 1/2⌋.

A tie, such as d = L/2, is sent to −L/2. The function `unwrap` adds m(w (i+1) − w i) over i = 0, …, n − 1, which is the set `range n`.

```lean
/-- The position `x` folded into the periodic cell that starts at the origin and has
length `L > 0`. -/
def wrap (L x : ℝ) : ℝ := x - L * (⌊x / L⌋ : ℝ)

/-- The nearest-image increment: `d` minus the multiple of the cell length `L > 0` nearest to it,
the larger of the two being taken in a tie. -/
def minImage (L d : ℝ) : ℝ := d - L * (⌊d / L + 1 / 2⌋ : ℝ)

/-- The displacement after `n` frames reconstructed from saved positions `w` in a cell of
length `L > 0`, as the sum of the nearest-image increments. -/
def unwrap (L : ℝ) (w : ℕ → ℝ) (n : ℕ) : ℝ :=
  ∑ i ∈ range n, minImage L (w (i + 1) - w i)
```

Positivity of L enters the derivation whenever an inequality is multiplied or divided by L. Write k = ⌊d/L + 1/2⌋. Then

k ≤ d/L + 1/2 < k + 1,
(k − 1/2)L ≤ d < (k + 1/2)L,
−L/2 ≤ d − Lk < L/2.

So m(d) always lies in the half-open interval [−L/2, L/2), written `Set.Ico (-(L / 2)) (L / 2)` in Lean. The proof follows these lines: `h1` and `h2` bound the floor, `h3` and `h4` clear the denominator, and `nlinarith` rearranges. For L ≤ 0 the interval is empty and the statement is false.

```lean
/-- For a cell of length `L > 0`, a nearest-image increment lies in `[-L/2, L/2)`. -/
theorem minImage_mem {L : ℝ} (hL : 0 < L) (d : ℝ) :
    minImage L d ∈ Set.Ico (-(L / 2)) (L / 2) := by
  have h1 := Int.floor_le (d / L + 1 / 2)
  have h2 := Int.lt_floor_add_one (d / L + 1 / 2)
  -- clear the denominator in the two bounds on the floor
  have h3 : ((⌊d / L + 1 / 2⌋ : ℝ) - 1 / 2) * L ≤ d :=
    (le_div_iff₀ hL).1 (by linarith)
  have h4 : d < ((⌊d / L + 1 / 2⌋ : ℝ) + 1 / 2) * L :=
    (div_lt_iff₀ hL).1 (by linarith)
  unfold minImage
  constructor <;> nlinarith
```

Adding a whole number j of cell lengths to d raises d/L + 1/2 by j, and therefore raises its floor by j:

m(d + Lj) = d + Lj − L(⌊d/L + 1/2⌋ + j) = m(d).

In the proof, `h` computes the shifted argument and `Int.floor_add_intCast` takes the integer out of the floor.

```lean
/-- For a cell of length `L > 0`, the nearest-image increment does not change when a whole
number of cell lengths is added. -/
theorem minImage_add_int {L : ℝ} (hL : 0 < L) (d : ℝ) (k : ℤ) :
    minImage L (d + L * (k : ℝ)) = minImage L d := by
  have h : (d + L * (k : ℝ)) / L + 1 / 2 = d / L + 1 / 2 + (k : ℝ) := by
    rw [add_div, mul_div_cancel_left₀ _ hL.ne']
    ring
  unfold minImage
  rw [h, Int.floor_add_intCast]
  push_cast
  ring
```

It remains to find which differences m leaves alone. If m(d) = d, then d lies in [−L/2, L/2), because m(d) does. Conversely, if d lies there, then 0 ≤ d/L + 1/2 < 1, the floor is zero and m(d) = d. The two bullets of the proof are these two directions.

```lean
/-- For a cell of length `L > 0`, an increment is its own nearest image exactly when it lies
in `[-L/2, L/2)`. -/
theorem minImage_eq_self_iff {L : ℝ} (hL : 0 < L) {d : ℝ} :
    minImage L d = d ↔ d ∈ Set.Ico (-(L / 2)) (L / 2) := by
  constructor
  · intro h
    have hm := minImage_mem hL d
    rwa [h] at hm
  · rintro ⟨h1, h2⟩
    have h3 : -(1 / 2) ≤ d / L := (le_div_iff₀ hL).2 (by linarith)
    have h4 : d / L < 1 / 2 := (div_lt_iff₀ hL).2 (by linarith)
    have h5 : ⌊d / L + 1 / 2⌋ = 0 :=
      Int.floor_eq_zero_iff.2 ⟨by linarith, by linarith⟩
    unfold minImage
    rw [h5]
    simp
```

## The same cell for every frame

Both saved positions in a difference are folded with the same L. By hand,

w (i+1) − w i = (x (i+1) − x i) + L(⌊x i/L⌋ − ⌊x (i+1)/L⌋),

and the last term is a whole number of cell lengths, which m ignores. Hence the reconstruction is

∑ m(x (i+1) − x i), with i from 0 to n − 1,

and depends only on the true increments. The theorem `unwrap_wrap` states this for every path. Its proof compares the sums term by term, with `h` as the displayed identity and `minImage_add_int` removing the shift.

If the cell length changes between frames, as under a barostat, the extra term is in general not a multiple of one length, and this argument fails.

```lean
/-- For a cell of length `L > 0`, the displacement reconstructed from folded positions is the
sum of the nearest images of the true increments. -/
theorem unwrap_wrap {L : ℝ} (hL : 0 < L) (x : ℕ → ℝ) (n : ℕ) :
    unwrap L (fun i => wrap L (x i)) n =
      ∑ i ∈ range n, minImage L (x (i + 1) - x i) := by
  refine Finset.sum_congr rfl fun i _ => ?_
  -- folding changes the difference by a whole number of cells
  have h : wrap L (x (i + 1)) - wrap L (x i) =
      (x (i + 1) - x i) + L * ((⌊x i / L⌋ - ⌊x (i + 1) / L⌋ : ℤ) : ℝ) := by
    unfold wrap
    push_cast
    ring
  exact (congrArg (minImage L) h).trans (minImage_add_int hL _ _)
```

## Every true step within half a cell

The physical condition is that the particle moves by less than half a cell between saved frames, with a step of exactly −L/2 also allowed. Each true increment is then its own nearest image, and the sum telescopes:

∑ m(x (i+1) − x i) = ∑ (x (i+1) − x i) = x n − x 0.

In Lean the condition is the hypothesis `h`, required for each `i < n`. The proof rewrites the reconstruction with `unwrap_wrap`, writes x n − x 0 as a telescoping sum by `Finset.sum_range_sub`, and matches the terms by `minImage_eq_self_iff`.

Without the condition the result can fail after a single frame: a step of L/2 is reconstructed as −L/2.

```lean
/-- In a cell of length `L > 0`, if each of the first `n` true increments lies in
`[-L/2, L/2)`, the displacement reconstructed from the folded positions is exact. -/
theorem unwrap_exact {L : ℝ} (hL : 0 < L) (x : ℕ → ℝ) (n : ℕ)
    (h : ∀ i < n, x (i + 1) - x i ∈ Set.Ico (-(L / 2)) (L / 2)) :
    unwrap L (fun i => wrap L (x i)) n = x n - x 0 := by
  -- the true increments telescope
  rw [unwrap_wrap hL, ← Finset.sum_range_sub x n]
  exact Finset.sum_congr rfl fun i hi =>
    (minImage_eq_self_iff hL).2 (h i (Finset.mem_range.1 hi))
```

## Exactness at every frame, not only at the last

The converse assumes that the reconstruction is right at each n ≤ N. Subtracting the statements for frames i and i + 1 leaves

m(x (i+1) − x i) = x (i+1) − x i,

so that increment lies in [−L/2, L/2). The proof does the same with `h0` and `h1`, after `Finset.sum_range_succ` has split off the last term. The other direction applies `unwrap_exact` at each frame.

Exactness at the last frame alone would not be enough, because errors can cancel. A step of 3L/4 followed by one of −3L/4 is read as −L/4 and then L/4. The total, zero, is correct, although the intermediate position is wrong and neither step is admissible.

```lean
/-- In a cell of length `L > 0`, the reconstruction is exact at every frame up to `N` if and
only if each of the first `N` true increments lies in `[-L/2, L/2)`. -/
theorem unwrap_exact_iff {L : ℝ} (hL : 0 < L) (x : ℕ → ℝ) (N : ℕ) :
    (∀ n ≤ N, unwrap L (fun i => wrap L (x i)) n = x n - x 0) ↔
      ∀ i < N, x (i + 1) - x i ∈ Set.Ico (-(L / 2)) (L / 2) := by
  constructor
  · intro h i hi
    -- subtract the reconstructions at two successive frames
    have h0 := h i hi.le
    have h1 := h (i + 1) hi
    rw [unwrap_wrap hL] at h0 h1
    rw [Finset.sum_range_succ, h0] at h1
    exact (minImage_eq_self_iff hL).1 (by linarith)
  · intro h n hn
    exact unwrap_exact hL x n fun i hi => h i (lt_of_lt_of_le hi hn)
```

## A speed bound v and a frame spacing τ with vτ < L/2

True increments are not visible in folded data. If a bound v on the speed is known from elsewhere, it gives a sufficient condition. Let X t be the position at time t. The hypothesis `hX` says that

|X t − X s| ≤ v|t − s|

for all times s and t. Frames are saved at times iτ with τ ≥ 0, so each increment has magnitude at most vτ < L/2, and the previous result applies. In the proof, `e` computes the time between frames, `abs_le` turns the bound into two inequalities, and `unwrap_exact` finishes.

The bound v is an input about the trajectory. An ideal Brownian path has none, and a thermal velocity distribution does not supply one either. At vτ = L/2 the conclusion can already fail, since uniform motion at speed v > 0 then makes steps of L/2. The condition τ ≥ 0 excludes negative spacings, for which vτ < L/2 would hold however far apart the frames are.

```lean
/-- If a particle in a cell of length `L > 0` never moves faster than `v`, and frames are saved
at a spacing `τ ≥ 0` with `v τ < L/2`, the reconstructed displacement is exact. -/
theorem unwrap_exact_of_speed_bound {L v τ : ℝ} (hL : 0 < L) (hτ : 0 ≤ τ)
    (X : ℝ → ℝ) (hX : ∀ s t, |X t - X s| ≤ v * |t - s|) (hv : v * τ < L / 2) (n : ℕ) :
    unwrap L (fun i => wrap L (X ((i : ℝ) * τ))) n = X ((n : ℝ) * τ) - X 0 := by
  have key := unwrap_exact hL (fun i : ℕ => X ((i : ℝ) * τ)) n (by
    intro i _
    show X (((i + 1 : ℕ) : ℝ) * τ) - X ((i : ℝ) * τ) ∈ Set.Ico (-(L / 2)) (L / 2)
    have h := hX ((i : ℝ) * τ) (((i + 1 : ℕ) : ℝ) * τ)
    have e : ((i + 1 : ℕ) : ℝ) * τ - (i : ℝ) * τ = τ := by
      push_cast
      ring
    rw [e, abs_of_nonneg hτ] at h
    have h' := abs_le.1 h
    exact ⟨by linarith [h'.1], by linarith [h'.2]⟩)
  simpa using key
```

## Uniform steps between L/2 and 3L/2

From here on, v is the displacement per frame and not a speed. The path is x i = x₀ + iv with L/2 ≤ v < 3L/2. Then v − L lies in [−L/2, L/2) and differs from v by one cell length, so

m(v) = m((v − L) + L) = m(v − L) = v − L,

and n equal terms add up to n(v − L). In the proof, `step` is this line and `Finset.sum_const` adds the terms.

Both bounds on v are used to place v − L in the interval. At v = 3L/2 the nearest image is −L/2 and not v − L = L/2. For −L/2 ≤ v < L/2 the step is recovered correctly as v.

```lean
/-- In a cell of length `L > 0`, a uniform drift with step `v` in `[L/2, 3L/2)` is
reconstructed as a drift with step `v - L`. -/
theorem unwrap_uniform {L v : ℝ} (hL : 0 < L) (x₀ : ℝ) (n : ℕ)
    (h1 : L / 2 ≤ v) (h2 : v < 3 * L / 2) :
    unwrap L (fun i => wrap L (x₀ + (i : ℝ) * v)) n = (n : ℝ) * (v - L) := by
  have step : ∀ i : ℕ,
      minImage L ((x₀ + ((i + 1 : ℕ) : ℝ) * v) - (x₀ + (i : ℝ) * v)) = v - L := by
    intro i
    -- the true step is one cell length away from `v - L`
    have e : (x₀ + ((i + 1 : ℕ) : ℝ) * v) - (x₀ + (i : ℝ) * v) =
        (v - L) + L * ((1 : ℤ) : ℝ) := by
      push_cast
      ring
    rw [e, minImage_add_int hL]
    exact (minImage_eq_self_iff hL).2 ⟨by linarith, by linarith⟩
  refine (unwrap_wrap hL (fun i : ℕ => x₀ + (i : ℝ) * v) n).trans ?_
  refine (Finset.sum_congr rfl fun i _ => step i).trans ?_
  rw [Finset.sum_const, Finset.card_range, nsmul_eq_mul]
```

## Steps shorter than a cell, and at least one of them

If also v < L and n > 0, the true displacement nv is positive while the reconstructed one, n(v − L), is negative. The saved frames are too sparse, and the drift appears reversed. The proof of `drift_reversed` gets the two signs from the products of n with v and with v − L.

At v = L the particle appears to stand still, and for L < v < 3L/2 the direction is right but the drift too small. For n = 0 both displacements are zero.

```lean
/-- In a cell of length `L > 0`, a uniform drift with step `v` in `[L/2, L)` has a positive true
displacement after `n > 0` frames, but a negative reconstructed one. -/
theorem drift_reversed {L v : ℝ} (hL : 0 < L) (x₀ : ℝ) {n : ℕ} (hn : 0 < n)
    (h1 : L / 2 ≤ v) (h2 : v < L) :
    0 < (x₀ + (n : ℝ) * v) - x₀ ∧
      unwrap L (fun i => wrap L (x₀ + (i : ℝ) * v)) n < 0 := by
  have hn' : (0 : ℝ) < n := Nat.cast_pos.2 hn
  have hv : 0 < v := by linarith
  constructor
  · have h := mul_pos hn' hv
    linarith
  · rw [unwrap_uniform hL x₀ n h1 (by linarith)]
    exact mul_neg_of_pos_of_neg hn' (by linarith)
```

Setting v = 3L/4 gives

n(3L/4 − L) = −nL/4.

The smallest case that shows the reversal is n = 1 with x₀ = 0. The saved positions are 0 and 3L/4, and the nearest image of their difference is −L/4. The same two saved positions would arise from a true step of −L/4, so the folded data alone cannot tell the two motions apart.

```lean
/-- In a cell of length `L > 0`, a path of `n` steps of `3L/4` is reconstructed with the
displacement `-nL/4`. -/
theorem unwrap_three_quarters {L : ℝ} (hL : 0 < L) (x₀ : ℝ) (n : ℕ) :
    unwrap L (fun i => wrap L (x₀ + (i : ℝ) * (3 * L / 4))) n = -((n : ℝ) * L / 4) := by
  rw [unwrap_uniform hL x₀ n (by linarith) (by linarith)]
  ring

end

end TrajectoryUnwrapping
```

```lean
#print axioms TrajectoryUnwrapping.unwrap_exact_iff
#print axioms TrajectoryUnwrapping.unwrap_exact_of_speed_bound
#print axioms TrajectoryUnwrapping.drift_reversed
#print axioms TrajectoryUnwrapping.unwrap_three_quarters
```

```
'TrajectoryUnwrapping.unwrap_exact_iff' depends on axioms: [propext, Classical.choice, Quot.sound]
'TrajectoryUnwrapping.unwrap_exact_of_speed_bound' depends on axioms: [propext, Classical.choice, Quot.sound]
'TrajectoryUnwrapping.drift_reversed' depends on axioms: [propext, Classical.choice, Quot.sound]
'TrajectoryUnwrapping.unwrap_three_quarters' depends on axioms: [propext, Classical.choice, Quot.sound]
```
